# The square of the Schur function $s_{21}$, and its reduction to triplet plus singlet in two spin weights

Combine two three-electron fragments, each of permutation symmetry 21, and list the six-electron shape 321 only once: 16 of the 80 dimensions are then missing. The 80 is $20\cdot2\cdot2$: 20 ways to divide six labelled electrons between the fragments, and dimension 2 for the symmetry 21 of each. Put 2211 in place of 42, and the total is still 80, because both have dimension 9, but, with the shapes read as symmetries of the spin function, the triplet is lost. The identity that settles the list is

$$s_{21}^2=s_{42}+s_{411}+s_{33}+2s_{321}+s_{3111}+s_{222}+s_{2211}.$$

It concerns permutation symmetry alone: of its seven shapes only 42 and 33 occur in the spin functions of six electrons, because spin one half allows at most two rows. What is proved below concerns determinants; reading them as characters of permutation symmetry and spin is taken over from representation theory.

## Shapes as determinants

The $h_k$ are elements of any commutative ring $R$; a polynomial ring gives the free case.

```lean
import Mathlib

open Matrix

namespace SchurSpinCoupling

variable {R : Type*} [CommRing R]
```

A shape $\lambda$ has row lengths $\lambda_i$, and its matrix has entries $h_{\lambda_i-i+j}$, or zero for a negative index. Lean counts rows and columns from 0, which leaves $j-i$ unchanged. The `if` tests the sign before the natural-number subtraction, which would otherwise stop at zero.

```lean
/-- The Jacobi-Trudi matrix of a shape with row lengths `lam`: its entries are
`h (lam i - i + j)`, and zero where that index is negative. -/
def jacobiTrudi (h : ℕ → R) {n : ℕ} (lam : Fin n → ℕ) : Matrix (Fin n) (Fin n) R :=
  Matrix.of fun i j => if (i : ℕ) ≤ lam i + j then h (lam i + j - i) else 0
```

The Schur function $s_\lambda$ is the determinant.

```lean
/-- The Schur function of a shape, as the Jacobi-Trudi determinant. -/
def schur (h : ℕ → R) {n : ℕ} (lam : Fin n → ℕ) : R := (jacobiTrudi h lam).det
```

To count dimensions, set $h_k=1/k!$. Then $6!$ times a product of $h$'s of total degree 6 is the number of ways to distribute six labelled electrons over groups of those sizes.

```lean
/-- The specialisation `h k = 1 / k!`. -/
def invFact (k : ℕ) : ℚ := 1 / (Nat.factorial k : ℚ)
```

The dimension of a shape with $|\lambda|$ boxes is $|\lambda|!\,s_\lambda$ at these values.

```lean
/-- The number of boxes factorial times the Schur function at `h k = 1 / k!`. -/
def symDim {n : ℕ} (lam : Fin n → ℕ) : ℚ :=
  (Nat.factorial (∑ i, lam i) : ℚ) * schur invFact lam
```

For spin one half, let $x$ and $y$ be the weights of spin up and spin down, and set $h_k=\sum_{i=0}^k x^iy^{k-i}$.

```lean
/-- The complete symmetric polynomial of degree `k` in the two spin weights `x` and `y`. -/
def hTwo (x y : R) (k : ℕ) : R := ∑ i ∈ Finset.range (k + 1), x ^ i * y ^ (k - i)
```

## Seven shapes from one square

The four-row matrices have three zeros in the lower left corner. Expanding along the first column leaves two $3\times3$ minors.

```lean
/-- The determinant of a four-row matrix with three zeros in the lower left corner. -/
theorem det_four (a b c d e f g k p q r s t : R) :
    (!![a, b, c, d; e, f, g, k; 0, p, q, r; 0, 0, s, t] : Matrix (Fin 4) (Fin 4) R).det =
      a * (f * (q * t - r * s) - p * (g * t - k * s))
        - e * (b * (q * t - r * s) - p * (c * t - d * s)) := by
  rw [Matrix.det_succ_column_zero]
  simp [Fin.sum_univ_succ, Matrix.det_fin_three, Fin.succAbove]
  ring
```

With $h_0=1$, the determinants multiply out to

$$\begin{aligned}
s_{21}&=h_2h_1-h_3\\
s_{42}&=h_4h_2-h_5h_1\\
s_{411}&=h_4h_1^2-h_4h_2-h_5h_1+h_6\\
s_{33}&=h_3^2-h_4h_2\\
s_{321}&=h_3h_2h_1-h_3^2-h_4h_1^2+h_5h_1\\
s_{3111}&=h_3h_1^3-2h_3h_2h_1+h_3^2-h_4h_1^2+h_4h_2+h_5h_1-h_6\\
s_{222}&=h_2^3-2h_3h_2h_1+h_4h_1^2+h_3^2-h_4h_2\\
s_{2211}&=h_2^2h_1^2-h_2^3-h_3h_1^3+h_4h_2+h_4h_1^2-h_5h_1
\end{aligned}$$

Lean writes out each matrix by cases on its entries, then expands; its formulas are the same polynomials, partly factored.

```lean
/-- The Schur functions of the shape 21 and of seven shapes with six boxes, written out as
polynomials in the `h k` when `h 0 = 1`. -/
theorem schur_expansions (h : ℕ → R) (h0 : h 0 = 1) :
    schur h ![2, 1] = h 2 * h 1 - h 3 ∧
    schur h ![4, 2] = h 4 * h 2 - h 5 * h 1 ∧
    schur h ![4, 1, 1] = h 4 * (h 1 ^ 2 - h 2) - (h 5 * h 1 - h 6) ∧
    schur h ![3, 3] = h 3 * h 3 - h 4 * h 2 ∧
    schur h ![3, 2, 1] = h 3 * (h 2 * h 1 - h 3) - h 1 * (h 4 * h 1 - h 5) ∧
    schur h ![3, 1, 1, 1] = h 3 * (h 1 * (h 1 ^ 2 - h 2) - (h 2 * h 1 - h 3))
      - (h 4 * (h 1 ^ 2 - h 2) - (h 5 * h 1 - h 6)) ∧
    schur h ![2, 2, 2] = h 2 * (h 2 ^ 2 - h 3 * h 1) - h 1 * (h 3 * h 2 - h 4 * h 1)
      + (h 3 ^ 2 - h 4 * h 2) ∧
    schur h ![2, 2, 1, 1] = h 2 * (h 2 * (h 1 ^ 2 - h 2) - (h 3 * h 1 - h 4))
      - h 1 * (h 3 * (h 1 ^ 2 - h 2) - (h 4 * h 1 - h 5)) := by
  have d3 : ∀ a b c d e f g k l : R,
      (!![a, b, c; d, e, f; g, k, l] : Matrix (Fin 3) (Fin 3) R).det =
        a * e * l - a * f * k - b * d * l + b * f * g + c * d * k - c * e * g :=
    fun a b c d e f g k l => Matrix.det_fin_three _
  -- each matrix is written out entry by entry
  have m21 : jacobiTrudi h ![2, 1] = !![h 2, h 3; h 0, h 1] := by
    ext i j; fin_cases i <;> fin_cases j <;> rfl
  have m42 : jacobiTrudi h ![4, 2] = !![h 4, h 5; h 1, h 2] := by
    ext i j; fin_cases i <;> fin_cases j <;> rfl
  have m411 : jacobiTrudi h ![4, 1, 1] = !![h 4, h 5, h 6; h 0, h 1, h 2; 0, h 0, h 1] := by
    ext i j; fin_cases i <;> fin_cases j <;> rfl
  have m33 : jacobiTrudi h ![3, 3] = !![h 3, h 4; h 2, h 3] := by
    ext i j; fin_cases i <;> fin_cases j <;> rfl
  have m321 : jacobiTrudi h ![3, 2, 1] = !![h 3, h 4, h 5; h 1, h 2, h 3; 0, h 0, h 1] := by
    ext i j; fin_cases i <;> fin_cases j <;> rfl
  have m3111 : jacobiTrudi h ![3, 1, 1, 1] =
      !![h 3, h 4, h 5, h 6; h 0, h 1, h 2, h 3; 0, h 0, h 1, h 2; 0, 0, h 0, h 1] := by
    ext i j; fin_cases i <;> fin_cases j <;> rfl
  have m222 : jacobiTrudi h ![2, 2, 2] = !![h 2, h 3, h 4; h 1, h 2, h 3; h 0, h 1, h 2] := by
    ext i j; fin_cases i <;> fin_cases j <;> rfl
  have m2211 : jacobiTrudi h ![2, 2, 1, 1] =
      !![h 2, h 3, h 4, h 5; h 1, h 2, h 3, h 4; 0, h 0, h 1, h 2; 0, 0, h 0, h 1] := by
    ext i j; fin_cases i <;> fin_cases j <;> rfl
  refine ⟨?_, ?_, ?_, ?_, ?_, ?_, ?_, ?_⟩
  · rw [schur, m21, Matrix.det_fin_two_of, h0]; ring
  · rw [schur, m42, Matrix.det_fin_two_of]
  · rw [schur, m411, d3, h0]; ring
  · rw [schur, m33, Matrix.det_fin_two_of]
  · rw [schur, m321, d3, h0]; ring
  · rw [schur, m3111, det_four, h0]; ring
  · rw [schur, m222, d3, h0]; ring
  · rw [schur, m2211, det_four, h0]; ring
```

Add the last seven lines, with $s_{321}$ doubled. Everything cancels except $h_2^2h_1^2-2h_3h_2h_1+h_3^2=(h_2h_1-h_3)^2$. The closing `ring` makes this comparison.

```lean
/-- If `h 0 = 1`, the square of the Schur function of shape 21 is a sum of Schur functions of seven
shapes with six boxes, in which 321 occurs twice and the others once. -/
theorem schur_21_sq (h : ℕ → R) (h0 : h 0 = 1) :
    schur h ![2, 1] ^ 2 = schur h ![4, 2] + schur h ![4, 1, 1] + schur h ![3, 3]
      + 2 * schur h ![3, 2, 1] + schur h ![3, 1, 1, 1] + schur h ![2, 2, 2]
      + schur h ![2, 2, 1, 1] := by
  obtain ⟨e1, e2, e3, e4, e5, e6, e7, e8⟩ := schur_expansions h h0
  rw [e1, e2, e3, e4, e5, e6, e7, e8]
  ring
```

At $h_k=1/k!$, $s_{21}=\tfrac12-\tfrac16=\tfrac13$, so $6!\,s_{21}^2=80$. Multiplying the other expansions by 720 gives

$$\begin{aligned}
42&:\ 15-6=9\\
411&:\ 30-15-6+1=10\\
33&:\ 20-15=5\\
321&:\ 60-20-30+6=16\\
3111&:\ 120-120+20-30+15+6-1=10\\
222&:\ 90-120+30+20-15=5\\
2211&:\ 180-90-120+15+30-6=9
\end{aligned}$$

```lean
/-- At `h k = 1 / k!`, 6! times the square of the 21 function is 80, and 6! times the Schur
functions of the seven shapes are 9, 10, 5, 16, 10, 5, 9, which add up to 80 with 16 counted twice.
-/
theorem dimension_count :
    (Nat.factorial 6 : ℚ) * schur invFact ![2, 1] ^ 2 = 80 ∧
    symDim ![4, 2] = 9 ∧ symDim ![4, 1, 1] = 10 ∧ symDim ![3, 3] = 5 ∧
    symDim ![3, 2, 1] = 16 ∧ symDim ![3, 1, 1, 1] = 10 ∧ symDim ![2, 2, 2] = 5 ∧
    symDim ![2, 2, 1, 1] = 9 ∧ (80 : ℚ) = 9 + 10 + 5 + 2 * 16 + 10 + 5 + 9 := by
  obtain ⟨e1, e2, e3, e4, e5, e6, e7, e8⟩ :=
    schur_expansions invFact (by norm_num [invFact])
  simp only [symDim, e1, e2, e3, e4, e5, e6, e7, e8]
  refine ⟨?_, ?_, ?_, ?_, ?_, ?_, ?_, ?_, ?_⟩ <;>
    norm_num [invFact, Fin.sum_univ_succ, Nat.factorial]
```

## Two spin weights

Splitting off the term without $x$ gives $h_{k+1}=y^{k+1}+xh_k$. Subtracting $y$ times this from the same relation for $k+1$ gives

$$h_{k+2}=(x+y)h_{k+1}-xy\,h_k,\qquad h_0=1,\quad h_1=x+y.$$

```lean
/-- The first two complete symmetric polynomials in two weights, and the three-term
recurrence that gives all the others. -/
theorem hTwo_recurrence (x y : R) : hTwo x y 0 = 1 ∧ hTwo x y 1 = x + y ∧
    ∀ k, hTwo x y (k + 2) = (x + y) * hTwo x y (k + 1) - x * y * hTwo x y k := by
  have z : hTwo x y 0 = 1 := by simp [hTwo]
  -- split off the term without x
  have step : ∀ k, hTwo x y (k + 1) = y ^ (k + 1) + x * hTwo x y k := by
    intro k
    have e : ∑ i ∈ Finset.range (k + 1), x ^ (i + 1) * y ^ (k + 1 - (i + 1)) =
        x * ∑ i ∈ Finset.range (k + 1), x ^ i * y ^ (k - i) := by
      rw [Finset.mul_sum]
      refine Finset.sum_congr rfl fun i _ => ?_
      rw [Nat.add_sub_add_right]
      ring
    unfold hTwo
    rw [Finset.sum_range_succ' _ (k + 1), e, pow_zero, Nat.sub_zero]
    ring
  refine ⟨z, ?_, fun k => ?_⟩
  · have s := step 0
    rw [z] at s
    linear_combination s
  · linear_combination step (k + 1) - y * step k
```

For rows $m+b$ and $b$, the case $b=0$ gives $h_m$. For $b=c+1$ the determinant is $D_c=h_{m+c+1}h_{c+1}-h_{m+c+2}h_c$. The recurrence gives $D_0=(x+y)h_{m+1}-h_{m+2}=xy\,h_m$ and

$$\begin{aligned}
D_{c+1}&=h_{m+c+2}\big[(x+y)h_{c+1}-xy\,h_c\big]\\
&\quad-\big[(x+y)h_{m+c+2}-xy\,h_{m+c+1}\big]h_{c+1}=xy\,D_c.
\end{aligned}$$

Hence $s_{(m+b,b)}=(xy)^bh_m$: $b$ singlet pairs and a multiplet of spin $m/2$, whose $m+1$ states are the terms of $h_m$.

```lean
/-- In two weights, the shape with rows `m + b` and `b` gives `(x y) ^ b` times the complete
symmetric polynomial of degree `m`. -/
theorem schur_two_row (x y : R) (m b : ℕ) :
    schur (hTwo x y) ![m + b, b] = (x * y) ^ b * hTwo x y m := by
  obtain ⟨z, o, rec2⟩ := hTwo_recurrence x y
  -- the determinant with second row c + 1 is (x y) ^ (c + 1) times the polynomial of degree m
  have aux : ∀ c, hTwo x y (m + c + 1) * hTwo x y (c + 1) - hTwo x y (m + c + 2) * hTwo x y c
      = (x * y) ^ (c + 1) * hTwo x y m := by
    intro c
    induction c with
    | zero =>
      simp only [Nat.add_zero, zero_add, z, o]
      linear_combination (-1 : R) * rec2 m
    | succ c ih =>
      change hTwo x y (m + c + 2) * hTwo x y (c + 2) - hTwo x y (m + c + 3) * hTwo x y (c + 1)
        = (x * y) ^ (c + 2) * hTwo x y m
      have r : hTwo x y (m + c + 3) =
          (x + y) * hTwo x y (m + c + 2) - x * y * hTwo x y (m + c + 1) := rec2 (m + c + 1)
      linear_combination x * y * ih + hTwo x y (m + c + 2) * rec2 c - hTwo x y (c + 1) * r
  cases b with
  | zero => simp [schur, jacobiTrudi, Matrix.det_fin_two, z]
  | succ c =>
    have e : jacobiTrudi (hTwo x y) ![m + (c + 1), c + 1] =
        !![hTwo x y (m + c + 1), hTwo x y (m + c + 2); hTwo x y c, hTwo x y (c + 1)] := by
      ext i j
      fin_cases i <;> fin_cases j <;> simp [jacobiTrudi, add_assoc]
    rw [schur, e, Matrix.det_fin_two_of]
    exact aux c
```

For longer shapes we use a fact about columns. Let $a,b,c$ label columns of a square matrix $A$, with $c$ different from $a$ and $b$. If $pA_{ia}-qA_{ib}+A_{ic}=0$ in every row $i$, the coefficients form a vector $v$ with $Av=0$. Then $\det(A)\,v=\operatorname{adj}(A)Av=0$, and since $v_c=1$, $\det A=0$. No division is needed.

```lean
/-- A determinant vanishes when one column is a combination of two others. -/
theorem det_zero_of_columns {n : ℕ} (A : Matrix (Fin n) (Fin n) R) (a b c : Fin n)
    (hac : a ≠ c) (hbc : b ≠ c) (p q : R)
    (hrel : ∀ i, p * A i a - q * A i b + A i c = 0) : A.det = 0 := by
  let v : Fin n → R := fun j =>
    (if j = a then p else 0) - (if j = b then q else 0) + (if j = c then 1 else 0)
  have hv : A *ᵥ v = 0 := by
    ext i
    simp [v, Matrix.mulVec, dotProduct, mul_add, mul_sub, Finset.sum_add_distrib,
      Finset.sum_sub_distrib]
    linear_combination hrel i
  -- the adjugate turns the null vector into a statement on the determinant
  have hd : A.det • v = 0 := by
    calc A.det • v = (A.adjugate * A) *ᵥ v := by
          rw [Matrix.adjugate_mul, Matrix.smul_mulVec, Matrix.one_mulVec]
      _ = 0 := by rw [← Matrix.mulVec_mulVec, hv, Matrix.mulVec_zero]
  have hc := congrFun hd c
  simpa [v, hac.symm, hbc.symm] using hc
```

With $n+3$ nonempty rows, take the last three columns, $p=xy$ and $q=x+y$. If the first of the three entries has index $k\ge0$, the relation is the recurrence. Otherwise, since $\lambda_i\ge1$ and $i\le n+2$, the index is $-1$, the entries are $0,1,x+y$, and $-(x+y)+(x+y)=0$.

```lean
/-- In two weights, the Schur function of every shape with three or more rows, all of them
nonempty, is zero. -/
theorem schur_vanishes (x y : R) {n : ℕ} (lam : Fin (n + 3) → ℕ) (hpos : ∀ i, 1 ≤ lam i) :
    schur (hTwo x y) lam = 0 := by
  obtain ⟨z, o, rec2⟩ := hTwo_recurrence x y
  have entry : ∀ (i j : Fin (n + 3)) (k : ℕ), lam i + (j : ℕ) = i + k →
      jacobiTrudi (hTwo x y) lam i j = hTwo x y k := by
    intro i j k hk
    have h1 : (i : ℕ) ≤ lam i + j := by omega
    have h2 : lam i + (j : ℕ) - i = k := by omega
    simp only [jacobiTrudi, Matrix.of_apply, if_pos h1, h2]
  -- the recurrence relates the last three columns
  refine det_zero_of_columns _ ⟨n, by omega⟩ ⟨n + 1, by omega⟩ ⟨n + 2, by omega⟩
    (by simp) (by simp) (x * y) (x + y) fun i => ?_
  have hp := hpos i
  have hi := i.isLt
  by_cases hle : (i : ℕ) ≤ lam i + n
  · obtain ⟨k, hk⟩ := Nat.exists_eq_add_of_le hle
    rw [entry i ⟨n, by omega⟩ k hk,
      entry i ⟨n + 1, by omega⟩ (k + 1) (by change lam i + (n + 1) = i + (k + 1); omega),
      entry i ⟨n + 2, by omega⟩ (k + 2) (by change lam i + (n + 2) = i + (k + 2); omega)]
    linear_combination rec2 k
  · have e0 : jacobiTrudi (hTwo x y) lam i ⟨n, by omega⟩ = 0 := by
      simp only [jacobiTrudi, Matrix.of_apply, if_neg hle]
    rw [e0, entry i ⟨n + 1, by omega⟩ 0 (by change lam i + (n + 1) = i + 0; omega),
      entry i ⟨n + 2, by omega⟩ 1 (by change lam i + (n + 2) = i + 1; omega), z, o]
    ring
```

Five shapes therefore drop out of the square, leaving

$$[xy(x+y)]^2=(xy)^2(x^2+xy+y^2)+(xy)^3,$$

a triplet plus a singlet from two doublets. At $xy=1$ the pair factors disappear. This gives the total spins available when two three-electron doublet fragments are coupled in a spin-adapted calculation, for spin alone, without a Hamiltonian or coupling coefficients.

```lean
/-- In two weights the square of the 21 function is the sum of the 42 and 33 functions, and these
three functions are `x y (x + y)`, `(x y) ^ 2 (x ^ 2 + x y + y ^ 2)` and `(x y) ^ 3`, in the order
21, 42, 33. -/
theorem two_doublets (x y : R) :
    schur (hTwo x y) ![2, 1] ^ 2 = schur (hTwo x y) ![4, 2] + schur (hTwo x y) ![3, 3] ∧
    schur (hTwo x y) ![2, 1] = x * y * (x + y) ∧
    schur (hTwo x y) ![4, 2] = (x * y) ^ 2 * (x ^ 2 + x * y + y ^ 2) ∧
    schur (hTwo x y) ![3, 3] = (x * y) ^ 3 := by
  obtain ⟨z, o, rec2⟩ := hTwo_recurrence x y
  have t : hTwo x y 2 = x ^ 2 + x * y + y ^ 2 := by
    have r : hTwo x y 2 = (x + y) * hTwo x y 1 - x * y * hTwo x y 0 := rec2 0
    rw [r, z, o]; ring
  have a : schur (hTwo x y) ![2, 1] = (x * y) ^ 1 * hTwo x y 1 := schur_two_row x y 1 1
  have b : schur (hTwo x y) ![4, 2] = (x * y) ^ 2 * hTwo x y 2 := schur_two_row x y 2 2
  have c : schur (hTwo x y) ![3, 3] = (x * y) ^ 3 * hTwo x y 0 := schur_two_row x y 0 3
  refine ⟨?_, ?_, ?_, ?_⟩
  · -- the five shapes with more than two rows drop out
    have v1 : schur (hTwo x y) ![4, 1, 1] = 0 := schur_vanishes (n := 0) x y _ (by decide)
    have v2 : schur (hTwo x y) ![3, 2, 1] = 0 := schur_vanishes (n := 0) x y _ (by decide)
    have v3 : schur (hTwo x y) ![3, 1, 1, 1] = 0 := schur_vanishes (n := 1) x y _ (by decide)
    have v4 : schur (hTwo x y) ![2, 2, 2] = 0 := schur_vanishes (n := 0) x y _ (by decide)
    have v5 : schur (hTwo x y) ![2, 2, 1, 1] = 0 := schur_vanishes (n := 1) x y _ (by decide)
    linear_combination schur_21_sq (hTwo x y) z + v1 + 2 * v2 + v3 + v4 + v5
  · rw [a, o]; ring
  · rw [b, t]
  · rw [c, z, mul_one]

end SchurSpinCoupling
```

```lean
#print axioms SchurSpinCoupling.dimension_count
-- 'SchurSpinCoupling.dimension_count' depends on axioms: [propext, Classical.choice, Quot.sound]
#print axioms SchurSpinCoupling.two_doublets
-- 'SchurSpinCoupling.two_doublets' depends on axioms: [propext, Classical.choice, Quot.sound]
```

## The weights 2 and 1

Take $x=2$, $y=1$. Then $h_1,\dots,h_6=3,7,15,31,63,127$, and

$$\begin{aligned}
s_{21}&=7\cdot3-15=6\\
s_{42}&=31\cdot7-63\cdot3=28\\
s_{33}&=15^2-31\cdot7=8
\end{aligned}$$

Indeed $6^2=28+8$. A three-row shape vanishes: $s_{411}=31(9-7)-(63\cdot3-127)=62-62=0$.
